# Aloof-beam delocalization: exponential upper and squared-logarithm lower bounds for the K0² loss

For a number x > 0 and an integration variable t, consider

  K0(x) = ∫₀^∞ exp(−x cosh t) dt

at x = 1/e. On the window 0 < t ≤ 1 one has cosh t ≤ cosh 1 ≤ e, so x cosh t ≤ 1 and the integrand is at least 1/e. The window has length 1, hence K0(1/e) ≥ 1/e. At x = 1/e² the same argument works up to t = 2, because cosh 2 ≤ e², and gives K0(1/e²) ≥ 2/e. Each further factor 1/e in x lengthens by one unit the window on which this argument keeps the integrand at or above 1/e, so the lower bound is logarithmic in 1/x. At x = 1 the useful estimate runs the other way: cosh t ≥ 1 + t²/2 puts the integrand below e⁻¹ exp(−t²/2), whose integral over t > 0 is e⁻¹ √(π/2). At x = 2 the same estimate gives e⁻² √(π/4), with the factor e^(−x) in control.

## The model

An electron of speed v passes a small target on a straight line at closest distance b, the impact parameter, without entering it. At time τ its Coulomb potential at the target is proportional to 1/√(b² + v²τ²). The substitution vτ = b sinh t turns the Fourier component of this function at angular frequency ω into

  (2/v) ∫₀^∞ cos(x sinh t) dt,  x = ωb/v,

and the integral is a known representation of the modified Bessel function K0(x); the field component along the trajectory carries the same function. An excitation of energy ħω whose amplitude is linear in such a component has probability A·K0(ωb/v)², where the strength A > 0 collects everything that is independent of b. This link between the moving charge and K0² is background that Lean does not check: the development starts from the exponential integral and the squared form as definitions. The result bears on electron energy-loss spectroscopy, where v/ω sets the distance over which a beam outside a sample can still excite it, here for a single frequency, a classical straight trajectory, no retardation, and without the K1 term that belongs to the transverse field. For a target that also responds to the transverse field, that term dominates the loss at small enough b.

```lean
import Mathlib

open Real MeasureTheory Set Filter Topology

namespace AloofBeam

noncomputable section
```

`K0 x` is the Lebesgue integral over `Ioi (0 : ℝ)`, the open half line t > 0, of `exp (-x * cosh t)`.

```lean
/-- The integral `K0 x = ∫_{t>0} exp (-x cosh t) dt`; for `x > 0` it is the modified Bessel function K₀. -/
def K0 (x : ℝ) : ℝ := ∫ t in Ioi (0 : ℝ), exp (-x * cosh t)
```

`aloofLoss A ω v b` is A·K0(ωb/v)². All four arguments are real numbers; any consistent units serve, since only the dimensionless ratio ωb/v enters K0. The impact parameter comes last, so that `aloofLoss A ω v` is the loss as a function of b.

```lean
/-- Aloof-beam loss of strength `A` at frequency `ω` for an electron of speed `v` passing
at impact parameter `b`: `A * K0 (ω b / v) ^ 2`. -/
def aloofLoss (A ω v b : ℝ) : ℝ := A * K0 (ω * b / v) ^ 2
```

## A Gaussian above the integrand

For t ≥ 0 put u = t/2. The double-angle formula and cosh² u = sinh² u + 1 give cosh t = 1 + 2 sinh² u, and sinh u ≥ u ≥ 0 may be squared, so

  cosh t = 1 + 2 sinh²(t/2) ≥ 1 + 2 (t/2)² = 1 + t²/2.

Multiplying by −x ≤ 0 reverses the inequality, and the exponential is increasing:

  exp(−x cosh t) ≤ exp(−x) · exp(−(x/2) t²).

In the proof `h1` is sinh u ≥ u, `h2` and `h3` are the two hyperbolic identities, `h4` is the squared inequality and `h5` the bound on cosh t. The last lines merge the product of exponentials with `exp_add` and compare exponents. The case x = 0 is allowed, and both sides then equal 1.

```lean
/-- For `x ≥ 0` and `t ≥ 0` the integrand of `K0` lies below the Gaussian
`exp (-x) exp (-x t² / 2)`. -/
theorem integrand_le_gaussian {x t : ℝ} (hx : 0 ≤ x) (ht : 0 ≤ t) :
    exp (-x * cosh t) ≤ exp (-x) * exp (-(x / 2) * t ^ 2) := by
  -- cosh t = 1 + 2 sinh² (t/2) ≥ 1 + t²/2
  have h1 : t / 2 ≤ sinh (t / 2) := Real.self_le_sinh_iff.mpr (by linarith)
  have h2 := Real.cosh_two_mul (t / 2)
  have h3 := Real.cosh_sq (t / 2)
  rw [show 2 * (t / 2) = t by ring] at h2
  have h4 := pow_le_pow_left₀ (by linarith) h1 2
  have h5 : 1 + t ^ 2 / 2 ≤ cosh t := by nlinarith
  rw [← exp_add]
  apply exp_le_exp.mpr
  nlinarith [mul_le_mul_of_nonneg_left h5 hx]
```

## Convergence

For x > 0 the Gaussian on the right has a finite integral. The integrand of K0 is continuous, positive and bounded by that Gaussian on t > 0, so its integral converges. `IntegrableOn` expresses this: the function agrees almost everywhere on the set with a measurable function, and its absolute value has a finite integral over the set. The step matters formally, because Lean assigns the value 0 to the integral of a non-integrable function; every comparison of integrals below cites `K0_integrable`, and all statements about K0 are restricted to x > 0. In the proof `hg` is integrability of the Gaussian with coefficient x/2, `hc` is continuity, and `Integrable.mono'` is the comparison test, fed with the previous lemma.

```lean
/-- The integral defining `K0 x` converges for every `x > 0`. -/
theorem K0_integrable {x : ℝ} (hx : 0 < x) :
    IntegrableOn (fun t : ℝ => exp (-x * cosh t)) (Ioi 0) := by
  have hg : IntegrableOn (fun t : ℝ => exp (-x) * exp (-(x / 2) * t ^ 2)) (Ioi 0) :=
    ((integrable_exp_neg_mul_sq (half_pos hx)).const_mul (exp (-x))).integrableOn
  have hc : Continuous fun t : ℝ => exp (-x * cosh t) :=
    Real.continuous_exp.comp (continuous_const.mul Real.continuous_cosh)
  refine Integrable.mono' hg hc.aestronglyMeasurable ?_
  refine (ae_restrict_iff' measurableSet_Ioi).mpr (ae_of_all _ fun t ht => ?_)
  rw [Real.norm_eq_abs, abs_of_pos (exp_pos _)]
  exact integrand_le_gaussian hx.le (le_of_lt ht)
```

## A lower bound from a finite window

The opening argument generalises to any window length T ≥ 0. On 0 < t ≤ T one has cosh t ≤ cosh T, so the integrand is at least its value at T, and the rest of the half line adds a nonnegative amount:

  T exp(−x cosh T) = ∫₀^T exp(−x cosh T) dt ≤ ∫₀^T exp(−x cosh t) dt ≤ K0(x).

The three links of the `calc` chain are these three relations. The window is `Ioc (0 : ℝ) T`, the interval 0 < t ≤ T. `setIntegral_mono_on` compares two integrands on one set, and `setIntegral_mono_set` compares one nonnegative integrand on two nested sets.

```lean
/-- For `x > 0` and every `T ≥ 0`, `K0 x` is at least `T exp (-x cosh T)`. -/
theorem window_le_K0 {x T : ℝ} (hx : 0 < x) (hT : 0 ≤ T) :
    T * exp (-x * cosh T) ≤ K0 x := by
  have hi := K0_integrable hx
  have hsub : Ioc (0 : ℝ) T ⊆ Ioi 0 := Ioc_subset_Ioi_self
  calc T * exp (-x * cosh T) = ∫ _ in Ioc (0 : ℝ) T, exp (-x * cosh T) := by
        rw [← intervalIntegral.integral_of_le hT, intervalIntegral.integral_const,
          sub_zero, smul_eq_mul]
    _ ≤ ∫ t in Ioc (0 : ℝ) T, exp (-x * cosh t) := by
        -- cosh increases on the window
        refine setIntegral_mono_on continuous_const.integrableOn_Ioc (hi.mono_set hsub)
          measurableSet_Ioc fun t ht => ?_
        have hc : cosh t ≤ cosh T := by
          rw [Real.cosh_le_cosh, abs_of_pos ht.1, abs_of_nonneg hT]
          exact ht.2
        apply exp_le_exp.mpr
        nlinarith [mul_le_mul_of_nonneg_left hc hx.le]
    _ ≤ K0 x := by
        -- the rest of the half line contributes a nonnegative amount
        refine setIntegral_mono_set hi (ae_of_all _ fun t => (exp_pos _).le) ?_
        exact hsub.eventuallyLE
```

The choice T = 1 gives K0(x) ≥ exp(−x cosh 1) > 0.

```lean
/-- `K0 x` is positive for `x > 0`. -/
theorem K0_pos {x : ℝ} (hx : 0 < x) : 0 < K0 x :=
  lt_of_lt_of_le (mul_pos one_pos (exp_pos _)) (window_le_K0 hx zero_le_one)
```

## Strict decrease

Let 0 < x ≤ y. Since cosh t ≥ 1, the product (y − x)(cosh t − 1) is nonnegative, which rearranges to

  −y cosh t ≤ −(y − x) − x cosh t.

Exponentiating and integrating over t > 0 gives

  K0(y) ≤ exp(−(y − x)) · K0(x).

The proof moves the constant factor under the integral with `integral_const_mul`, compares integrands, and hands the nonnegative product to `nlinarith`.

```lean
/-- Raising the argument from `x > 0` to `y ≥ x` lowers `K0` at least by the factor
`exp (-(y - x))`. -/
theorem K0_le_exp_mul {x y : ℝ} (hx : 0 < x) (hxy : x ≤ y) :
    K0 y ≤ exp (-(y - x)) * K0 x := by
  unfold K0
  rw [← integral_const_mul]
  refine setIntegral_mono_on (K0_integrable (lt_of_lt_of_le hx hxy))
    (Integrable.const_mul (K0_integrable hx) _) measurableSet_Ioi fun t _ => ?_
  rw [← exp_add]
  apply exp_le_exp.mpr
  nlinarith [mul_nonneg (sub_nonneg.mpr hxy) (sub_nonneg.mpr (Real.one_le_cosh t))]
```

For x < y the factor exp(−(y − x)) is smaller than 1 (`h2`), and K0(x) > 0 (`h3`), so

  K0(y) ≤ exp(−(y − x)) K0(x) < K0(x).

Positivity is what makes the last inequality strict. `StrictAntiOn K0 (Ioi 0)` reads: for all positive x and y with x < y, K0(y) < K0(x).

```lean
/-- `K0` is strictly decreasing on the positive reals. -/
theorem K0_strictAntiOn : StrictAntiOn K0 (Ioi 0) := by
  intro x hx y _ hxy
  have h1 := K0_le_exp_mul hx hxy.le
  have h2 : exp (-(y - x)) < 1 := by
    rw [← exp_zero]
    exact exp_lt_exp.mpr (by linarith)
  have h3 := K0_pos hx
  nlinarith [mul_pos h3 (sub_pos.mpr h2)]
```

## The exponential upper bound

Integrating the Gaussian bound requires the half-line integral, which for a coefficient c > 0 is

  ∫₀^∞ exp(−c t²) dt = ½ √(π/c).

With c = x/2,

  K0(x) ≤ exp(−x) · ½ √(π/(x/2)).

The left side is positive, so both sides can be squared, and (π/(x/2))/4 = π/(2x):

  K0(x)² ≤ (π/(2x)) exp(−2x).

Mathlib supplies the half-line integral as `integral_gaussian_Ioi`. The unsquared bound is `h1`; `h2`, `h3` and `h4` square the root, the exponential and the factor ½ in turn. The inequality holds for every x > 0. It is an upper bound only, and the theorem makes no statement about how close K0 comes to it at large x.

```lean
/-- Exponential upper bound: `K0 x ^ 2 ≤ π / (2 x) * exp (-2 x)` for `x > 0`. -/
theorem K0_sq_le {x : ℝ} (hx : 0 < x) : K0 x ^ 2 ≤ π / (2 * x) * exp (-2 * x) := by
  -- compare with the half-line Gaussian integral
  have h1 : K0 x ≤ exp (-x) * (√(π / (x / 2)) / 2) := by
    rw [← integral_gaussian_Ioi, ← integral_const_mul]
    exact setIntegral_mono_on (K0_integrable hx)
      ((integrable_exp_neg_mul_sq (half_pos hx)).const_mul (exp (-x))).integrableOn
      measurableSet_Ioi fun t ht => integrand_le_gaussian hx.le (le_of_lt ht)
  have h2 : √(π / (x / 2)) ^ 2 = π / (x / 2) := Real.sq_sqrt (by positivity)
  have h3 : exp (-x) ^ 2 = exp (-2 * x) := by
    rw [sq, ← exp_add]
    congr 1
    ring
  have h4 : π / (x / 2) / 2 ^ 2 = π / (2 * x) := by
    rw [div_div]
    congr 1
    ring
  calc K0 x ^ 2 ≤ (exp (-x) * (√(π / (x / 2)) / 2)) ^ 2 :=
        pow_le_pow_left₀ (K0_pos hx).le h1 2
    _ = π / (2 * x) * exp (-2 * x) := by
        rw [mul_pow, div_pow, h2, h3, h4, mul_comm]
```

## The logarithmic lower bound

For 0 < x ≤ 1 take the window length T = ln(1/x), which is nonnegative. Then e^(−T) ≤ e^T, so

  cosh T = (e^T + e^(−T))/2 ≤ e^T = 1/x,

and x cosh T ≤ 1. The window bound becomes

  K0(x) ≥ T exp(−x cosh T) ≥ T e⁻¹ = ln(1/x)/e.

At x = 1/e and x = 1/e² this returns the values 1/e and 2/e of the opening. At the endpoint x = 1, which the theorem includes, the window has length zero and the bound reads 0 ≤ K0(1). Lean's `log` is the natural logarithm and `exp 1` is e. In the proof `hT` is T ≥ 0, `he` is e^T = 1/x, `hc` and `hc'` bound cosh T and x cosh T, and `h1` passes to the exponentials. The constant 1/e comes from the crude window estimate; the theorem gives no upper bound of logarithmic form.

```lean
/-- Logarithmic lower bound: `ln (1 / x) / e ≤ K0 x` for `0 < x ≤ 1`. -/
theorem log_le_K0 {x : ℝ} (hx : 0 < x) (hx1 : x ≤ 1) : log (1 / x) / exp 1 ≤ K0 x := by
  have hT : 0 ≤ log (1 / x) := log_nonneg (by rw [le_div_iff₀ hx]; linarith)
  have he : exp (log (1 / x)) = 1 / x := exp_log (by positivity)
  -- at T = ln (1/x) one has x cosh T ≤ x exp T = 1
  have hc : cosh (log (1 / x)) ≤ 1 / x := by
    have h : exp (-log (1 / x)) ≤ exp (log (1 / x)) := exp_le_exp.mpr (by linarith)
    rw [Real.cosh_eq]
    linarith
  have hc' : cosh (log (1 / x)) * x ≤ 1 := (le_div_iff₀ hx).mp hc
  have h1 : exp (-1) ≤ exp (-x * cosh (log (1 / x))) := exp_le_exp.mpr (by linarith)
  calc log (1 / x) / exp 1 = log (1 / x) * exp (-1) := by
        rw [exp_neg, div_eq_mul_inv]
    _ ≤ log (1 / x) * exp (-x * cosh (log (1 / x))) := mul_le_mul_of_nonneg_left h1 hT
    _ ≤ K0 x := window_le_K0 hx hT
```

As x decreases to 0, ln(1/x)/e grows without bound, and K0 lies above it once x < 1, so K0(x) → ∞. The filter `𝓝[>] 0` describes approach to zero from above and `atTop` describes divergence to +∞. `h1` is the divergence of ln(1/x), and `filter_upwards` restricts attention to 0 < x < 1, where `log_le_K0` applies.

```lean
/-- `K0 x` tends to infinity as `x` tends to zero from above. -/
theorem K0_tendsto_atTop : Tendsto K0 (𝓝[>] 0) atTop := by
  have h1 : Tendsto (fun x : ℝ => log x⁻¹) (𝓝[>] 0) atTop :=
    Real.tendsto_log_atTop.comp tendsto_inv_nhdsGT_zero
  refine tendsto_atTop_mono' _ ?_ (h1.atTop_div_const (exp_pos 1))
  filter_upwards [Ioo_mem_nhdsGT (zero_lt_one' ℝ)] with x hx
  have h := log_le_K0 hx.1 hx.2.le
  rwa [one_div] at h
```

## The loss as a function of impact parameter

Write L(b) = A·K0(ωb/v)² with A, ω and v positive; these are the hypotheses `hA`, `hω` and `hv`. The value x = 1 corresponds to b = v/ω, the adiabatic radius, at which the passage time b/v equals 1/ω. The theorem `aloof_delocalization` is a conjunction of three statements.

The first is that L is strictly decreasing on b > 0. For 0 < a < b one has 0 < ωa/v < ωb/v, hence 0 < K0(ωb/v) < K0(ωa/v); squaring and multiplying by A > 0 preserve the strict order. In Lean `hlt` orders the arguments, `K0_strictAntiOn` orders the values and `pow_lt_pow_left₀` squares them.

The second concerns b ≥ v/ω, which already makes b positive. There x ≥ 1, so π/(2x) ≤ π/2 and

  L(b) ≤ A (π/2) exp(−2ωb/v).

The bound falls by a factor e over the distance v/(2ω), half the adiabatic radius, because K0 enters squared. The proof obtains x ≥ 1 as `hx`, applies `K0_sq_le`, and replaces the prefactor through `h2`.

The third concerns 0 < b ≤ v/ω. There 0 < x ≤ 1 and 1/x = v/(ωb), and squaring the logarithmic bound gives

  L(b) ≥ A (ln(v/(ωb))/e)².

The lower bound on the loss is thus the square of a logarithm, while the bound on K0 itself is a single logarithm. It vanishes at b = v/ω and grows as b decreases from that radius. Divergence at small argument is stated for K0 in `K0_tendsto_atTop`; the main theorem states the inequality for L. A point target and a classical trajectory are idealisations that fail at small enough b, and nothing in the model cuts the logarithm off there.

The squaring in the third statement is where a mistake is easily made. The inequality ln(1/x)/e ≤ K0(x) is trivially true for x > 1, since the left side is negative and K0 is positive, and this suggests omitting the condition b ≤ v/ω. Squaring preserves an inequality p ≤ q exactly when |p| ≤ |q|, which holds in particular when p is nonnegative. Taking x = e by hand, the squared left side is e⁻², whereas the exponential bound gives K0(e)² ≤ (π/(2e)) exp(−2e), which is smaller than e⁻² because π < 2e and 2e > 2. The squared inequality therefore fails at b = e·v/ω. In the third branch of the proof, `h2` establishes ln(v/(ωb))/e ≥ 0 from ωb ≤ v before `pow_le_pow_left₀` squares `h1`.

```lean
/-- The aloof loss strictly decreases with the impact parameter `b > 0`, is at most
`A (π / 2) exp (-2 ω b / v)` for `b ≥ v / ω`, and is at least
`A (ln (v / (ω b)) / e) ^ 2` for `0 < b ≤ v / ω`. -/
theorem aloof_delocalization {A ω v : ℝ} (hA : 0 < A) (hω : 0 < ω) (hv : 0 < v) :
    StrictAntiOn (aloofLoss A ω v) (Ioi 0) ∧
    (∀ b, v / ω ≤ b → aloofLoss A ω v b ≤ A * (π / 2 * exp (-2 * (ω * b / v)))) ∧
    (∀ b, 0 < b → b ≤ v / ω →
      A * (log (v / (ω * b)) / exp 1) ^ 2 ≤ aloofLoss A ω v b) := by
  refine ⟨?_, ?_, ?_⟩
  · intro a ha b hb hab
    have ha' : 0 < ω * a / v := div_pos (mul_pos hω ha) hv
    have hb' : 0 < ω * b / v := div_pos (mul_pos hω hb) hv
    have hlt : ω * a / v < ω * b / v :=
      div_lt_div_of_pos_right (mul_lt_mul_of_pos_left hab hω) hv
    have h := K0_strictAntiOn ha' hb' hlt
    exact mul_lt_mul_of_pos_left (pow_lt_pow_left₀ h (K0_pos hb').le two_ne_zero) hA
  · -- outside the adiabatic radius ω b / v ≥ 1
    intro b hb
    rw [div_le_iff₀ hω] at hb
    have hx : 1 ≤ ω * b / v := by
      rw [le_div_iff₀ hv]
      linarith
    have h1 := K0_sq_le (lt_of_lt_of_le one_pos hx)
    have h2 : π / (2 * (ω * b / v)) ≤ π / 2 :=
      div_le_div_of_nonneg_left pi_pos.le two_pos (by linarith)
    exact mul_le_mul_of_nonneg_left
      (h1.trans (mul_le_mul_of_nonneg_right h2 (exp_pos _).le)) hA.le
  · -- inside it ω b / v ≤ 1
    intro b hb0 hb
    rw [le_div_iff₀ hω] at hb
    have hp : 0 < ω * b := mul_pos hω hb0
    have hx : ω * b / v ≤ 1 := by
      rw [div_le_iff₀ hv]
      linarith
    have h1 := log_le_K0 (div_pos hp hv) hx
    rw [one_div_div] at h1
    have h2 : 0 ≤ log (v / (ω * b)) / exp 1 :=
      div_nonneg (log_nonneg (by rw [le_div_iff₀ hp]; linarith)) (exp_pos 1).le
    exact mul_le_mul_of_nonneg_left (pow_le_pow_left₀ h2 h1 2) hA.le

end

end AloofBeam
```

```lean
#print axioms AloofBeam.K0_tendsto_atTop
#print axioms AloofBeam.aloof_delocalization
```

```
'AloofBeam.K0_tendsto_atTop' depends on axioms: [propext, Classical.choice, Quot.sound]
'AloofBeam.aloof_delocalization' depends on axioms: [propext, Classical.choice, Quot.sound]
```
